# A shell-screened extra nuclear charge puts hydrogenic 2s below 2p to first order

We use atomic units, with nuclear charge $Z>0$ and distance $r>0$ from the nucleus.

```lean
import Mathlib

open Set Filter MeasureTheory Topology

namespace CorePenetration

noncomputable section
```

An extra unit nuclear charge attracts the electron with energy $-1/r$. A unit electronic charge on a shell of radius $a>0$ adds $1/a$ inside and $1/r$ outside. The sum $W_a(r)$ is `shellPotential a r`.

```lean
/-- The attraction of an extra unit nuclear charge screened by a shell of radius `a > 0`,
at distance `r > 0` from the nucleus (atomic units). -/
def shellPotential (a r : ℝ) : ℝ := if r < a then 1 / a - 1 / r else 0
```

The radial functions $R_s$ and $R_p$ are `twoS Z` and `twoP Z`, with prefactors $N=\sqrt{Z^3/2}$ and $M=\sqrt{Z^3/24}$.

```lean
/-- The radial function of the 2s orbital for nuclear charge `Z > 0`. -/
def twoS (Z r : ℝ) : ℝ := √(Z ^ 3 / 2) * (1 - Z * r / 2) * Real.exp (-(Z / 2 * r))

/-- The radial function of the 2p orbital for nuclear charge `Z > 0`. -/
def twoP (Z r : ℝ) : ℝ := √(Z ^ 3 / 24) * (Z * r) * Real.exp (-(Z / 2 * r))
```

With the angular part integrated out, the mean is $\langle V\rangle_R=\int_0^\infty V R^2r^2\,dr$. We write $\langle V\rangle_s$ and $\langle V\rangle_p$ for the two orbitals.

```lean
/-- The mean of a central potential `V` in an orbital with normalised radial function `R`. -/
def radialMean (V R : ℝ → ℝ) : ℝ := ∫ r in Ioi (0 : ℝ), V r * R r ^ 2 * r ^ 2
```

`SolvesRadial Z l E R` is the radial Schrödinger equation for $u=rR$.

```lean
/-- The radial Schrödinger equation for `r R(r)` at `r > 0`, with nuclear charge `Z`,
angular momentum `l` and energy `E`. -/
def SolvesRadial (Z : ℝ) (l : ℕ) (E : ℝ) (R : ℝ → ℝ) : Prop :=
  ∀ r > 0, -(1 / 2) * deriv (deriv fun s => s * R s) r
    + (l * (l + 1) / (2 * r ^ 2) - Z / r) * (r * R r) = E * (r * R r)
```

Finally, let $P_c(r)=\sum_{j=0}^4c_jr^je^{-kr}$.

```lean
/-- A polynomial of degree at most four times the exponential `exp (-k r)`. -/
def polyExp (k c₀ c₁ c₂ c₃ c₄ r : ℝ) : ℝ :=
  (c₀ + c₁ * r + c₂ * r ^ 2 + c₃ * r ^ 3 + c₄ * r ^ 4) * Real.exp (-(k * r))
```

(a) Differentiate $P_c$ at a point. Show that
$$P_c'(r)=P_{Dc}(r),\qquad (Dc)_j=(j+1)c_{j+1}-kc_j,\quad c_5=0.$$
The polynomial's derivative contributes $(j+1)c_{j+1}$ to the coefficient of $r^j$, and the exponential's contributes $-kc_j$. In Lean these are `hp` and `he`; `ring` collects powers.

```lean
/-- The derivative of a quartic times an exponential is again of that form. -/
theorem hasDerivAt_polyExp (k c₀ c₁ c₂ c₃ c₄ r : ℝ) :
    HasDerivAt (polyExp k c₀ c₁ c₂ c₃ c₄)
      (polyExp k (c₁ - k * c₀) (2 * c₂ - k * c₁) (3 * c₃ - k * c₂) (4 * c₄ - k * c₃)
        (-(k * c₄)) r) r := by
  have h2 : HasDerivAt (fun s : ℝ => s ^ 2) (2 * r) r := by simpa using hasDerivAt_pow 2 r
  have h3 : HasDerivAt (fun s : ℝ => s ^ 3) (3 * r ^ 2) r := by simpa using hasDerivAt_pow 3 r
  have h4 : HasDerivAt (fun s : ℝ => s ^ 4) (4 * r ^ 3) r := by simpa using hasDerivAt_pow 4 r
  have hp := ((((hasDerivAt_const r c₀).fun_add ((hasDerivAt_id' r).const_mul c₁)).fun_add
    (h2.const_mul c₂)).fun_add (h3.const_mul c₃)).fun_add (h4.const_mul c₄)
  have he := (((hasDerivAt_id' r).const_mul k).fun_neg).exp
  exact (hp.fun_mul he).congr_deriv (by unfold polyExp; ring)
```

(b) State this for functions, so that it can be applied twice: $\frac{d}{dr}P_c=P_{Dc}$. Part (a) holds at every $r$.

```lean
lemma deriv_polyExp (k c₀ c₁ c₂ c₃ c₄ : ℝ) : deriv (polyExp k c₀ c₁ c₂ c₃ c₄) =
    polyExp k (c₁ - k * c₀) (2 * c₂ - k * c₁) (3 * c₃ - k * c₂) (4 * c₄ - k * c₃)
      (-(k * c₄)) :=
  funext fun r => (hasDerivAt_polyExp k c₀ c₁ c₂ c₃ c₄ r).deriv
```

(c) For $k>0$, show that $\lim_{r\to\infty}P_c(r)=0$. With $x=kr$, each term contains $r^ne^{-kr}=k^{-n}x^ne^{-x}\to0$; add the five terms.

```lean
lemma tendsto_polyExp {k : ℝ} (hk : 0 < k) (c₀ c₁ c₂ c₃ c₄ : ℝ) :
    Tendsto (polyExp k c₀ c₁ c₂ c₃ c₄) atTop (𝓝 0) := by
  have h (n : ℕ) : Tendsto (fun r : ℝ => r ^ n * Real.exp (-(k * r))) atTop (𝓝 0) := by
    have := ((Real.tendsto_pow_mul_exp_neg_atTop_nhds_zero n).comp
      (tendsto_id.const_mul_atTop hk)).const_mul ((k ^ n)⁻¹)
    rw [mul_zero] at this
    refine this.congr fun r => ?_
    simp only [Function.comp_apply, id, mul_pow]
    rw [mul_assoc, inv_mul_cancel_left₀ (pow_pos hk n).ne']
  have := (((((h 0).const_mul c₀).add ((h 1).const_mul c₁)).add ((h 2).const_mul c₂)).add
    ((h 3).const_mul c₃)).add ((h 4).const_mul c₄)
  simp only [mul_zero, add_zero] at this
  exact this.congr fun r => by unfold polyExp; ring
```

(d) Verify the 2s equation with $l=0$:
$$-\tfrac12u''-\tfrac Zr u=-\tfrac{Z^2}{8}u.$$
Here $u=N(r-Zr^2/2)e^{-Zr/2}$. Applying (b) twice gives
$$u''=N\left(-2Z+\tfrac54Z^2r-\tfrac18Z^3r^2\right)e^{-Zr/2}.$$
The left side is therefore $N(-Z^2r/8+Z^3r^2/16)e^{-Zr/2}$, as required.

```lean
/-- The 2s function solves the radial equation with `l = 0` and energy `-Z²/8`. -/
theorem twoS_solves (Z : ℝ) : SolvesRadial Z 0 (-Z ^ 2 / 8) (twoS Z) := by
  intro r hr
  have hu : (fun s => s * twoS Z s) =
      polyExp (Z / 2) 0 √(Z ^ 3 / 2) (-(√(Z ^ 3 / 2) * Z / 2)) 0 0 := by
    funext s; unfold twoS polyExp; ring
  rw [hu, deriv_polyExp, deriv_polyExp]
  unfold polyExp twoS
  generalize √(Z ^ 3 / 2) = N
  generalize Real.exp (-(Z / 2 * r)) = e
  push_cast
  field_simp
  ring
```

(e) Verify the 2p equation with $l=1$:
$$-\tfrac12u''+\tfrac1{r^2}u-\tfrac Zr u=-\tfrac{Z^2}{8}u.$$
Now $u=MZr^2e^{-Zr/2}$ and $u''=MZ(2-2Zr+Z^2r^2/4)e^{-Zr/2}$. The left side is
$$MZ\left(-1+Zr-\tfrac18Z^2r^2+1-Zr\right)e^{-Zr/2}=-\tfrac{Z^2}8u.$$

```lean
/-- The 2p function solves the radial equation with `l = 1` and energy `-Z²/8`. -/
theorem twoP_solves (Z : ℝ) : SolvesRadial Z 1 (-Z ^ 2 / 8) (twoP Z) := by
  intro r hr
  have hu : (fun s => s * twoP Z s) = polyExp (Z / 2) 0 0 (√(Z ^ 3 / 24) * Z) 0 0 := by
    funext s; unfold twoP polyExp; ring
  rw [hu, deriv_polyExp, deriv_polyExp]
  unfold polyExp twoP
  generalize √(Z ^ 3 / 24) = N
  generalize Real.exp (-(Z / 2 * r)) = e
  push_cast
  field_simp
  ring
```

(f) Square the exponential: $(e^{-Zr/2})^2=e^{-Zr}$. The exponents add.

```lean
lemma exp_half_sq (Z r : ℝ) : Real.exp (-(Z / 2 * r)) ^ 2 = Real.exp (-(Z * r)) := by
  rw [pow_two, ← Real.exp_add]
  congr 1
  ring
```

(g) Square the 2s function: $R_s^2=\frac{Z^3}{2}(1-\frac{Zr}2)^2e^{-Zr}$. Since $Z>0$, $N^2=Z^3/2$; use (f).

```lean
lemma twoS_sq {Z : ℝ} (hZ : 0 < Z) (r : ℝ) :
    twoS Z r ^ 2 = Z ^ 3 / 2 * (1 - Z * r / 2) ^ 2 * Real.exp (-(Z * r)) := by
  rw [twoS, mul_pow, mul_pow, Real.sq_sqrt (by positivity), exp_half_sq]
```

(h) Square the 2p function: $R_p^2=\frac{Z^3}{24}(Zr)^2e^{-Zr}$. Likewise $M^2=Z^3/24$.

```lean
lemma twoP_sq {Z : ℝ} (hZ : 0 < Z) (r : ℝ) :
    twoP Z r ^ 2 = Z ^ 3 / 24 * (Z * r) ^ 2 * Real.exp (-(Z * r)) := by
  rw [twoP, mul_pow, mul_pow, Real.sq_sqrt (by positivity), exp_half_sq]
```

(i) Normalise 2s: $\int_0^\infty R_s^2r^2\,dr=1$. By (a), an antiderivative is
$$-\left(1+Zr+\tfrac12Z^2r^2+\tfrac18Z^4r^4\right)e^{-Zr}.$$
It rises from $-1$ at zero to $0$ at infinity, by (c). In Lean, `hpos` supplies the nonnegativity that secures integrability.

```lean
/-- The 2s orbital is normalised for `Z > 0`. -/
theorem twoS_normalised {Z : ℝ} (hZ : 0 < Z) : radialMean (fun _ => 1) (twoS Z) = 1 := by
  have hd : ∀ r ∈ Ici (0 : ℝ), HasDerivAt (polyExp Z (-1) (-Z) (-Z ^ 2 / 2) 0 (-Z ^ 4 / 8))
      (1 * twoS Z r ^ 2 * r ^ 2) r := fun r _ =>
    (hasDerivAt_polyExp _ _ _ _ _ _ r).congr_deriv (by rw [twoS_sq hZ]; unfold polyExp; ring)
  have hpos : ∀ r ∈ Ioi (0 : ℝ), 0 ≤ 1 * twoS Z r ^ 2 * r ^ 2 := fun r _ => by positivity
  exact (integral_Ioi_of_hasDerivAt_of_nonneg' hd hpos (tendsto_polyExp hZ _ _ _ _ _)).trans
    (by simp [polyExp])
```

(j) Normalise 2p: $\int_0^\infty R_p^2r^2\,dr=1$. The same argument applies to
$$-\left(1+Zr+\tfrac12Z^2r^2+\tfrac16Z^3r^3+\tfrac1{24}Z^4r^4\right)e^{-Zr}.$$

```lean
/-- The 2p orbital is normalised for `Z > 0`. -/
theorem twoP_normalised {Z : ℝ} (hZ : 0 < Z) : radialMean (fun _ => 1) (twoP Z) = 1 := by
  have hd : ∀ r ∈ Ici (0 : ℝ),
      HasDerivAt (polyExp Z (-1) (-Z) (-Z ^ 2 / 2) (-Z ^ 3 / 6) (-Z ^ 4 / 24))
      (1 * twoP Z r ^ 2 * r ^ 2) r := fun r _ =>
    (hasDerivAt_polyExp _ _ _ _ _ _ r).congr_deriv (by rw [twoP_sq hZ]; unfold polyExp; ring)
  have hpos : ∀ r ∈ Ioi (0 : ℝ), 0 ≤ 1 * twoP Z r ^ 2 * r ^ 2 := fun r _ => by positivity
  exact (integral_Ioi_of_hasDerivAt_of_nonneg' hd hpos (tendsto_polyExp hZ _ _ _ _ _)).trans
    (by simp [polyExp])
```

(k) Remove the singularity from the integrand. For $r>0$,
$$W_aR^2r^2=\mathbf 1_{(0,a]}(r)\left(\tfrac{r^2}a-r\right)R^2.$$
For $r<a$, multiply out $r^2(1/a-1/r)$. At $r=a$ and beyond, both sides vanish.

```lean
lemma shell_eqOn {a : ℝ} (ha : 0 < a) (R : ℝ → ℝ) :
    EqOn (fun r => shellPotential a r * R r ^ 2 * r ^ 2)
      ((Ioc 0 a).indicator fun r => (r ^ 2 / a - r) * R r ^ 2) (Ioi 0) := by
  intro r hr
  have hr0 : 0 < r := hr
  rcases lt_trichotomy r a with h | h | h
  · have hm : r ∈ Ioc 0 a := ⟨hr0, h.le⟩
    simp only [shellPotential, if_pos h, indicator_of_mem hm]
    field_simp
  · subst h
    have hm : r ∈ Ioc 0 r := ⟨hr0, le_rfl⟩
    have h0 : r ^ 2 / r - r = 0 := by rw [pow_two, mul_div_cancel_right₀ _ hr0.ne', sub_self]
    simp only [shellPotential, lt_irrefl, if_false, indicator_of_mem hm, h0, zero_mul]
  · have hm : r ∉ Ioc 0 a := fun hm => not_lt_of_ge hm.2 h
    simp only [shellPotential, if_neg (not_lt_of_ge h.le), indicator_of_notMem hm, zero_mul]
```

(l) For continuous $R$, show that $\int_0^\infty|W_aR^2r^2|\,dr<\infty$. By (k), the integrand is continuous on a bounded interval and zero beyond it.

```lean
lemma shell_integrable {a : ℝ} (ha : 0 < a) {R : ℝ → ℝ} (hR : Continuous R) :
    IntegrableOn (fun r => shellPotential a r * R r ^ 2 * r ^ 2) (Ioi 0) := by
  have hg : Continuous fun r => (r ^ 2 / a - r) * R r ^ 2 := by fun_prop
  exact ((hg.integrableOn_Ioc).integrable_indicator measurableSet_Ioc).integrableOn.congr_fun
    (shell_eqOn ha R).symm measurableSet_Ioi
```

(m) Reduce the mean to the inside of the shell:
$$\langle W_a\rangle_R=\int_0^a\left(\tfrac{r^2}a-r\right)R^2\,dr.$$
Integrate (k).

```lean
/-- For `a > 0`, only the region inside the shell contributes to the mean of the shell potential. -/
theorem mean_shell {a : ℝ} (ha : 0 < a) (R : ℝ → ℝ) :
    radialMean (shellPotential a) R = ∫ r in (0 : ℝ)..a, (r ^ 2 / a - r) * R r ^ 2 := by
  unfold radialMean
  rw [setIntegral_congr_fun measurableSet_Ioi (shell_eqOn ha R),
    setIntegral_indicator measurableSet_Ioc, inter_eq_right.mpr Ioc_subset_Ioi_self,
    intervalIntegral.integral_of_le ha.le]
```

(n) Show that 2s is continuous: $\lim_{t\to r}R_s(t)=R_s(r)$. It is a polynomial times an exponential.

```lean
lemma continuous_twoS (Z : ℝ) : Continuous (twoS Z) := by unfold twoS; fun_prop
```

(o) Show the same for 2p: $\lim_{t\to r}R_p(t)=R_p(r)$. The same reason applies.

```lean
lemma continuous_twoP (Z : ℝ) : Continuous (twoP Z) := by unfold twoP; fun_prop
```

(p) Find the difference of the means:
$$\langle W_a\rangle_s-\langle W_a\rangle_p=-\frac{Z^3a^2e^{-Za}}{12}.$$
By (g) and (h), $R_s^2-R_p^2=Z^3(\frac12-\frac{Zr}2+\frac{Z^2r^2}{12})e^{-Zr}$. Multiplied by $r^2/a-r$, this becomes
$$Z^3e^{-Zr}\left[-\tfrac r2+\left(\tfrac1{2a}+\tfrac Z2\right)r^2-\left(\tfrac Z{2a}+\tfrac{Z^2}{12}\right)r^3+\tfrac{Z^2r^4}{12a}\right].$$
By (a), an antiderivative is
$$H(r)=\left[-\tfrac{Z^3r^2}4+\left(\tfrac{Z^3}{6a}+\tfrac{Z^4}{12}\right)r^3-\tfrac{Z^4r^4}{12a}\right]e^{-Zr}.$$
Then $H(0)=0$, and in $H(a)$ the $Z^4$ terms cancel, leaving $-\frac14+\frac16=-\frac1{12}$ times $Z^3a^2e^{-Za}$. Lean's `hd` checks $H'$. With the orbitals of hydrogen, $Z=1$, the result is $-a^2e^{-a}/12$.

As $a\to\infty$ the splitting vanishes, as it should: $W_a$ tends to $-1/r$, whose mean is $-Z/4$ in both orbitals.

```lean
/-- For `Z > 0` and shell radius `a > 0`, the mean of the shell potential in 2s minus its
mean in 2p is `-Z³ a² exp (-Z a) / 12`. -/
theorem penetration_splitting {Z a : ℝ} (hZ : 0 < Z) (ha : 0 < a) :
    radialMean (shellPotential a) (twoS Z) - radialMean (shellPotential a) (twoP Z)
      = -(Z ^ 3 * a ^ 2 * Real.exp (-(Z * a)) / 12) := by
  have hs : Continuous fun r => (r ^ 2 / a - r) * twoS Z r ^ 2 := by
    have := continuous_twoS Z
    fun_prop
  have hp : Continuous fun r => (r ^ 2 / a - r) * twoP Z r ^ 2 := by
    have := continuous_twoP Z
    fun_prop
  rw [mean_shell ha, mean_shell ha, ← intervalIntegral.integral_sub
    (hs.intervalIntegrable 0 a) (hp.intervalIntegrable 0 a)]
  -- an explicit antiderivative of the difference
  have hd : ∀ r ∈ uIcc 0 a, HasDerivAt
      (polyExp Z 0 0 (-Z ^ 3 / 4) (Z ^ 3 / 6 / a + Z ^ 4 / 12) (-Z ^ 4 / 12 / a))
      ((r ^ 2 / a - r) * twoS Z r ^ 2 - (r ^ 2 / a - r) * twoP Z r ^ 2) r := fun r _ =>
    (hasDerivAt_polyExp _ _ _ _ _ _ r).congr_deriv (by
      rw [twoS_sq hZ, twoP_sq hZ]; unfold polyExp; ring)
  rw [intervalIntegral.integral_eq_sub_of_hasDerivAt hd ((hs.sub hp).intervalIntegrable 0 a)]
  unfold polyExp
  generalize Real.exp (-(Z * a)) = e
  field_simp
  ring
```

(q) Order the means: $\langle W_a\rangle_s<\langle W_a\rangle_p$. The right side of (p) is negative.

The unperturbed levels are degenerate and a central potential mixes neither different $l$ nor different magnetic quantum numbers, so these means are the first-order energy shifts. This gives the penetration contribution to s–p ordering in a one-electron model with fixed hydrogenic orbitals, without exchange or core relaxation.

```lean
/-- For `Z > 0` the mean of the shell potential is lower in 2s than in 2p, whatever the
shell radius `a > 0`. -/
theorem twoS_below_twoP {Z a : ℝ} (hZ : 0 < Z) (ha : 0 < a) :
    radialMean (shellPotential a) (twoS Z) < radialMean (shellPotential a) (twoP Z) := by
  have h := penetration_splitting hZ ha
  have : 0 < Z ^ 3 * a ^ 2 * Real.exp (-(Z * a)) / 12 := by positivity
  linarith
```

(r) Find the shell radius with the largest splitting. Show that
$$\langle W_a\rangle_p-\langle W_a\rangle_s\le\frac{Ze^{-2}}3,\quad\text{with equality only at }a=\frac2Z.$$
Put $x=Za/2$; the splitting is $Zx^2e^{-2x}/3$, which gives the stated value at $x=1$. For $x\ne1$, the tangent-line bound $x<e^{x-1}$ squares to $x^2<e^{2x-2}$. Multiply by $Ze^{-2x}/3$.

```lean
/-- For `Z > 0` the splitting equals `Z exp (-2) / 3` at shell radius `2 / Z` and is
strictly smaller at every other positive radius. -/
theorem splitting_maximal {Z : ℝ} (hZ : 0 < Z) :
    radialMean (shellPotential (2 / Z)) (twoP Z) - radialMean (shellPotential (2 / Z)) (twoS Z)
      = Z * Real.exp (-2) / 3 ∧
    ∀ a > 0, a ≠ 2 / Z →
      radialMean (shellPotential a) (twoP Z) - radialMean (shellPotential a) (twoS Z)
        < Z * Real.exp (-2) / 3 := by
  constructor
  · have h := penetration_splitting hZ (div_pos two_pos hZ)
    rw [mul_div_cancel₀ (2 : ℝ) hZ.ne'] at h
    have h2 : Z ^ 3 * (2 / Z) ^ 2 = 4 * Z := by field_simp; norm_num
    rw [h2] at h
    linarith
  · intro a ha hne
    have hx : Z * a / 2 - 1 ≠ 0 := fun h0 => hne (by
      rw [eq_div_iff hZ.ne']; linarith)
    -- the tangent line of the exponential, squared
    have h1 : Z * a / 2 < Real.exp (Z * a / 2 - 1) := by
      linarith [Real.add_one_lt_exp hx]
    have h0 : 0 < Z * a / 2 := by positivity
    have h2 : (Z * a / 2) ^ 2 < Real.exp (Z * a / 2 - 1) ^ 2 := by nlinarith
    have h3 : Real.exp (Z * a / 2 - 1) ^ 2 * Real.exp (-(Z * a)) = Real.exp (-2) := by
      rw [pow_two, ← Real.exp_add, ← Real.exp_add]
      congr 1
      ring
    have h4 := mul_lt_mul_of_pos_right h2 (Real.exp_pos (-(Z * a)))
    rw [h3] at h4
    have h5 := mul_lt_mul_of_pos_left h4 hZ
    have h := penetration_splitting hZ ha
    linarith
```

(s) Treat a core of finitely many concentric shells of radii $a_i>0$. Shell $i$ carries $q_i$ units of electronic charge, with $q_i$ real, and screens $q_i$ units of extra nuclear charge. For $V=\sum_iq_iW_{a_i}$, show that
$$\langle V\rangle_s-\langle V\rangle_p=-\frac{Z^3}{12}\sum_iq_ia_i^2e^{-Za_i}.$$
By (l), each term is integrable, so the mean is linear in the shells (`hlin`). Apply (p) to each one.

```lean
/-- For `Z > 0` and a core of finitely many concentric shells, with `q i` units of electronic charge
screening `q i` units of extra nuclear charge, and radii `a i > 0`, the 2s-2p difference of means is
the charge-weighted sum of the shell terms. -/
theorem core_splitting {ι : Type*} [Fintype ι] {Z : ℝ} (hZ : 0 < Z) (q a : ι → ℝ)
    (ha : ∀ i, 0 < a i) :
    radialMean (fun r => ∑ i, q i * shellPotential (a i) r) (twoS Z)
      - radialMean (fun r => ∑ i, q i * shellPotential (a i) r) (twoP Z)
      = -(Z ^ 3 / 12 * ∑ i, q i * (a i ^ 2 * Real.exp (-(Z * a i)))) := by
  have hlin (R : ℝ → ℝ) (hR : Continuous R) :
      radialMean (fun r => ∑ i, q i * shellPotential (a i) r) R
        = ∑ i, q i * radialMean (shellPotential (a i)) R := by
    unfold radialMean
    simp only [Finset.sum_mul, mul_assoc, ← integral_const_mul]
    refine MeasureTheory.integral_finsetSum _ fun i _ => ?_
    simpa only [mul_assoc] using (shell_integrable (ha i) hR).const_mul (q i)
  rw [hlin _ (continuous_twoS Z), hlin _ (continuous_twoP Z), ← Finset.sum_sub_distrib,
    Finset.mul_sum, ← Finset.sum_neg_distrib]
  refine Finset.sum_congr rfl fun i _ => ?_
  rw [← mul_sub, penetration_splitting hZ (ha i)]
  ring

end

end CorePenetration
```

```lean
#print axioms CorePenetration.twoP_normalised
-- 'CorePenetration.twoP_normalised' depends on axioms: [propext, Classical.choice, Quot.sound]
#print axioms CorePenetration.twoS_below_twoP
-- 'CorePenetration.twoS_below_twoP' depends on axioms: [propext, Classical.choice, Quot.sound]
#print axioms CorePenetration.splitting_maximal
-- 'CorePenetration.splitting_maximal' depends on axioms: [propext, Classical.choice, Quot.sound]
#print axioms CorePenetration.core_splitting
-- 'CorePenetration.core_splitting' depends on axioms: [propext, Classical.choice, Quot.sound]
```
